# A real polynomial band periodic under spanning reciprocal vectors is constant

Let \(p\) be a real polynomial in the \(d\) components of \(k\), and let \(b_i\) be reciprocal vectors that span k-space. If \(p(k+b_i)=p(k)\) for all \(k\) and all \(i\), then \(p\) is constant. Consequently, no polynomial reproduces a band \(E\) with these periods at every \(k\) if \(E\) takes two different energies.

In one dimension, with period \(G\neq0\), the failure is unbounded: for nonconstant \(p\), any \(G\)-periodic \(E\), any \(k_0\) and any bound \(B\), some natural number \(m\) gives

\[
|p(k_0+mG)-E(k_0+mG)|>B .
\]

## Choosing a representative of k

About a point where the band is nondegenerate, an effective-mass or single-band k·p dispersion, truncated at finite order, is a real polynomial in the components of \(k\); suppose it is not constant. Code that evaluates it at k-points known only modulo reciprocal vectors must therefore fix a representative, for example by folding \(k\) into one cell around the expansion point. The folded function is periodic, but it is no longer one polynomial on all of k-space.

## From repeated values to a constant band

Let \(n=\deg p\) in one dimension, counting the zero polynomial as degree 0, and suppose \(p(k_0+mG)=e\) for \(m=0,\dots,n\). Since \(G\ne0\), these are \(n+1\) distinct roots of \(p-e\), whose degree is at most \(n\). Hence \(p=e\). The count is sharp, because

\[
e+\prod_{m=0}^{n-1}(k-k_0-mG)
\]

has degree \(n\) and equals \(e\) at \(n\) successive replicas (for \(n=0\) the empty product is 1 and there is nothing to check). If \(p\) has period \(G\), then \(p(mG)=p(0)\) for every natural \(m\), so \(p\) is constant. The converse is immediate.

For the error, set \(q(x)=p(k_0+Gx)-E(k_0)\). If \(p\) has degree \(n\ge1\) and leading coefficient \(a\), then \(q\) has degree \(n\) and leading coefficient \(aG^n\neq0\), so \(|q(m)|\to\infty\). Since \(E(k_0+mG)=E(k_0)\), \(q(m)\) is exactly the error at the \(m\)-th replica.

In \(d\) dimensions, let \(g\) be a period and fix \(k\). Then \(f(t)=p(k+tg)\) is a polynomial in \(t\), and

\[
f(t+1)=p(k+tg+g)=p(k+tg)=f(t).
\]

So \(f\) is constant and \(p(k+tg)=p(k)\) for every real \(t\). Any vector \(v\) is a finite sum \(\sum_i a_i b_i\) with real \(a_i\). Adding its terms one at a time, starting from the origin, never changes \(p\), so \(p(v)=p(0)\). A real polynomial with constant values is a constant polynomial.

If \(p=E\) everywhere, \(p\) inherits the periods of \(E\) and is constant, which contradicts two different energies.

## The Lean file

```lean
import Mathlib

open scoped Polynomial
open Filter

namespace EffectiveMassNotGlobal

/-- A polynomial band of degree `n` that takes the same energy `e` at the `n + 1` successive
replicas `k₀, k₀ + G, …, k₀ + n G`, with `G ≠ 0`, is the constant `e`. -/
theorem constant_of_equal_replicas (p : ℝ[X]) {G : ℝ} (hG : G ≠ 0) (k₀ e : ℝ)
    (h : ∀ m : ℕ, m ≤ p.natDegree → p.eval (k₀ + m * G) = e) :
    p = Polynomial.C e := by
  -- the replicas are distinct points
  have hinj : Function.Injective
      (fun m : Fin (p.natDegree + 1) => k₀ + ((m : ℕ) : ℝ) * G) := by
    intro a b hab
    have h1 : ((a : ℕ) : ℝ) * G = ((b : ℕ) : ℝ) * G := add_left_cancel hab
    have h2 : ((a : ℕ) : ℝ) = ((b : ℕ) : ℝ) := mul_right_cancel₀ hG h1
    exact Fin.ext (by exact_mod_cast h2)
  -- `p - e` has more roots than its degree allows
  have hz : p - Polynomial.C e = 0 := by
    apply Polynomial.eq_zero_of_natDegree_lt_card_of_eval_eq_zero _ hinj
    · intro m
      have hm := h m (Nat.lt_succ_iff.mp m.isLt)
      rw [Polynomial.eval_sub, Polynomial.eval_C, hm, sub_self]
    · rw [Polynomial.natDegree_sub_C, Fintype.card_fin]
      exact Nat.lt_succ_self _
  exact sub_eq_zero.mp hz

/-- For every `n` there is a polynomial band of degree `n` that takes the energy `e` at
the `n` successive replicas `k₀, …, k₀ + (n - 1) G`. -/
theorem equal_replicas_sharp (n : ℕ) (G k₀ e : ℝ) :
    ∃ p : ℝ[X], p.natDegree = n ∧ ∀ m : ℕ, m < n → p.eval (k₀ + m * G) = e := by
  refine ⟨(∏ m ∈ Finset.range n, (Polynomial.X - Polynomial.C (k₀ + (m : ℝ) * G)))
    + Polynomial.C e, ?_, ?_⟩
  · rw [Polynomial.natDegree_add_C, Polynomial.natDegree_prod_of_monic]
    · simp only [Polynomial.natDegree_X_sub_C, Finset.sum_const, Finset.card_range,
        smul_eq_mul, mul_one]
    · intro i _
      exact Polynomial.monic_X_sub_C _
  · intro m hm
    rw [Polynomial.eval_add, Polynomial.eval_C, Polynomial.eval_prod,
      Finset.prod_eq_zero (Finset.mem_range.mpr hm), zero_add]
    rw [Polynomial.eval_sub, Polynomial.eval_X, Polynomial.eval_C, sub_self]

/-- In one dimension a polynomial band has the nonzero reciprocal period `G` exactly when
it is constant. -/
theorem periodic_iff_constant (p : ℝ[X]) {G : ℝ} (hG : G ≠ 0) :
    Function.Periodic (fun k => p.eval k) G ↔ ∃ c : ℝ, p = Polynomial.C c := by
  constructor
  · intro h
    exact ⟨p.eval 0, constant_of_equal_replicas p hG 0 _ fun m _ => h.nat_mul m 0⟩
  · rintro ⟨c, rfl⟩ k
    simp

/-- For a nonconstant polynomial, any band `E` of period `G ≠ 0`, any point `k₀` and any bound `B`,
the error of the polynomial exceeds `B` at some replica `k₀ + m G` with `m` natural. -/
theorem error_unbounded (p : ℝ[X]) (hp : 0 < p.natDegree) {G : ℝ} (hG : G ≠ 0)
    {E : ℝ → ℝ} (hE : Function.Periodic E G) (k₀ B : ℝ) :
    ∃ m : ℕ, B < |p.eval (k₀ + m * G) - E (k₀ + m * G)| := by
  -- the error at the replicas is itself a nonconstant polynomial in `m`
  let q : ℝ[X] := p.comp (Polynomial.C G * Polynomial.X + Polynomial.C k₀)
    - Polynomial.C (E k₀)
  have hq : 0 < q.degree := by
    apply Polynomial.natDegree_pos_iff_degree_pos.mp
    change 0 < (p.comp (Polynomial.C G * Polynomial.X + Polynomial.C k₀)
      - Polynomial.C (E k₀)).natDegree
    rw [Polynomial.natDegree_sub_C, Polynomial.natDegree_comp,
      Polynomial.natDegree_linear hG, mul_one]
    exact hp
  have ht := (Polynomial.abs_tendsto_atTop q hq).comp
    (tendsto_natCast_atTop_atTop (R := ℝ))
  obtain ⟨m, hm⟩ := (ht.eventually (eventually_gt_atTop B)).exists
  refine ⟨m, ?_⟩
  have hval : q.eval (m : ℝ) = p.eval (k₀ + m * G) - E (k₀ + m * G) := by
    rw [hE.nat_mul m k₀]
    simp only [q, Polynomial.eval_sub, Polynomial.eval_comp, Polynomial.eval_add,
      Polynomial.eval_mul, Polynomial.eval_C, Polynomial.eval_X]
    rw [show G * (m : ℝ) + k₀ = k₀ + m * G by ring]
  rw [← hval]
  exact hm

/-- The restriction of a polynomial band in `d` dimensions to the line `k + t g`, as a
polynomial in `t`. -/
noncomputable def alongLine {d : ℕ} (p : MvPolynomial (Fin d) ℝ) (k g : Fin d → ℝ) : ℝ[X] :=
  MvPolynomial.aeval (fun j => Polynomial.C (k j) + Polynomial.C (g j) * Polynomial.X) p

/-- The restricted polynomial at `t` is the band energy at `k + t g`. -/
theorem eval_alongLine {d : ℕ} (p : MvPolynomial (Fin d) ℝ) (k g : Fin d → ℝ) (t : ℝ) :
    (alongLine p k g).eval t = MvPolynomial.eval (k + t • g) p := by
  unfold alongLine
  induction p using MvPolynomial.induction_on with
  | C a => simp [Polynomial.algebraMap_eq]
  | add p q hp hq => simp only [map_add, Polynomial.eval_add, hp, hq]
  | mul_X p i hp =>
    simp only [map_mul, Polynomial.eval_mul, hp, MvPolynomial.aeval_X, MvPolynomial.eval_X]
    congr 1
    simp only [Polynomial.eval_add, Polynomial.eval_mul, Polynomial.eval_C,
      Polynomial.eval_X, Pi.add_apply, Pi.smul_apply, smul_eq_mul]
    ring

/-- A polynomial band in `d` dimensions with period `g` is flat along the direction of `g`. -/
theorem flat_along_period {d : ℕ} (p : MvPolynomial (Fin d) ℝ) (g : Fin d → ℝ)
    (h : Function.Periodic (fun k => MvPolynomial.eval k p) g) (k : Fin d → ℝ) (t : ℝ) :
    MvPolynomial.eval (k + t • g) p = MvPolynomial.eval k p := by
  have hper : Function.Periodic (fun s => (alongLine p k g).eval s) 1 := by
    intro s
    change (alongLine p k g).eval (s + 1) = (alongLine p k g).eval s
    rw [eval_alongLine, eval_alongLine, add_smul, one_smul, ← add_assoc]
    exact h (k + s • g)
  obtain ⟨c, hc⟩ := (periodic_iff_constant _ one_ne_zero).mp hper
  have h1 := eval_alongLine p k g t
  have h0 := eval_alongLine p k g 0
  rw [hc, Polynomial.eval_C] at h1 h0
  rw [zero_smul, add_zero] at h0
  exact h1.symm.trans h0

/-- A polynomial band in `d` dimensions that is periodic under reciprocal vectors spanning
k-space is constant. -/
theorem constant_of_reciprocal_periodic {d : ℕ} {ι : Type*} (p : MvPolynomial (Fin d) ℝ)
    (b : ι → Fin d → ℝ) (hb : Submodule.span ℝ (Set.range b) = ⊤)
    (h : ∀ i, Function.Periodic (fun k => MvPolynomial.eval k p) (b i)) :
    ∃ c : ℝ, p = MvPolynomial.C c := by
  -- flatness along each `b i` extends to every direction
  have key : ∀ v ∈ Submodule.span ℝ (Set.range b), ∀ (k : Fin d → ℝ) (t : ℝ),
      MvPolynomial.eval (k + t • v) p = MvPolynomial.eval k p := by
    intro v hv
    induction hv using Submodule.span_induction with
    | mem x hx =>
      obtain ⟨i, rfl⟩ := hx
      exact flat_along_period p (b i) (h i)
    | zero => intro k t; rw [smul_zero, add_zero]
    | add x y _ _ hx hy => intro k t; rw [smul_add, ← add_assoc, hy, hx]
    | smul a x _ hx => intro k t; rw [smul_smul, hx]
  refine ⟨MvPolynomial.eval 0 p, MvPolynomial.funext fun k => ?_⟩
  have hk := key k (by rw [hb]; exact Submodule.mem_top) 0 1
  rw [one_smul, zero_add] at hk
  rw [MvPolynomial.eval_C, hk]

/-- If a band is periodic under reciprocal vectors spanning k-space and takes two different
energies, then every polynomial differs from it at some `k`. -/
theorem no_global_expansion {d : ℕ} {ι : Type*} (E : (Fin d → ℝ) → ℝ)
    (b : ι → Fin d → ℝ) (hb : Submodule.span ℝ (Set.range b) = ⊤)
    (hE : ∀ i, Function.Periodic E (b i)) {k₁ k₂ : Fin d → ℝ} (hne : E k₁ ≠ E k₂)
    (p : MvPolynomial (Fin d) ℝ) : ∃ k, MvPolynomial.eval k p ≠ E k := by
  by_contra hcon
  push Not at hcon
  have hfun : (fun k => MvPolynomial.eval k p) = E := funext hcon
  obtain ⟨c, hc⟩ := constant_of_reciprocal_periodic p b hb (by rw [hfun]; exact hE)
  apply hne
  rw [← hcon k₁, ← hcon k₂, hc, MvPolynomial.eval_C, MvPolynomial.eval_C]

end EffectiveMassNotGlobal
```

```lean
#print axioms EffectiveMassNotGlobal.equal_replicas_sharp
#print axioms EffectiveMassNotGlobal.error_unbounded
#print axioms EffectiveMassNotGlobal.constant_of_reciprocal_periodic
#print axioms EffectiveMassNotGlobal.no_global_expansion
```

```
'EffectiveMassNotGlobal.equal_replicas_sharp' depends on axioms: [propext, Classical.choice, Quot.sound]
'EffectiveMassNotGlobal.error_unbounded' depends on axioms: [propext, Classical.choice, Quot.sound]
'EffectiveMassNotGlobal.constant_of_reciprocal_periodic' depends on axioms: [propext, Classical.choice, Quot.sound]
'EffectiveMassNotGlobal.no_global_expansion' depends on axioms: [propext, Classical.choice, Quot.sound]
```

## Reading the theorems and their limits

`ℝ[X]` holds one-dimensional polynomial bands and `MvPolynomial (Fin d) ℝ` those in \(d\) dimensions; `eval` gives the energy at a point. `Function.Periodic E G` says \(E(k+G)=E(k)\) for all \(k\). The exact band is an arbitrary real function, with no continuity assumed. The family `b` need only span over the reals (`hb`), so any units and any \(2\pi\) convention are allowed.

The spanning condition says that the periods include \(d\) linearly independent vectors, as those of a \(d\)-dimensional crystal do. Without it the result fails: in two dimensions, \(p(k)=k_y^2\) has period \((1,0)\) and is not constant.

The theorems don't bound the error inside one cell, where a polynomial may be an excellent fit. Nor do they treat bands obtained by diagonalising a k·p matrix, which are generally not polynomials. A multiband model would use a Hermitian matrix with entries polynomial in \(k\). If its whole spectrum, counted with multiplicity, were periodic under spanning reciprocal vectors, the argument would apply to the coefficients of its characteristic polynomial and make the spectrum constant; that version would need its own formal proof.

## How the proof is assembled

In `constant_of_equal_replicas`, `hinj` shows that the replicas are distinct and `hz` counts the roots. `equal_replicas_sharp` supplies the product above, and `periodic_iff_constant` applies the root count at \(k_0=0\). `error_unbounded` builds \(q\) by composition and uses the divergence of \(|q|\) along the natural numbers.

`alongLine` is the polynomial \(f\), and `eval_alongLine` confirms its values by induction on the construction of `p`. `flat_along_period` then applies the one-dimensional result with period 1. In `constant_of_reciprocal_periodic`, `Submodule.span_induction` carries flatness through sums and scalar multiples; `key` is stated for all `k` and `t` because a sum shifts the base point and a multiple rescales `t`. `MvPolynomial.funext` turns equal values into equal polynomials. `no_global_expansion` is the closing contradiction.
